# Gram matrices determine atomic environments up to orthogonal maps and relabelling

An atomic environment is here a finite family of vectors r_i to neighbours of a single chemical species, measured from a central atom and lying in a finite-dimensional real inner product space E, with E = ℝ³ as the physical case. Two environments r and s count as the same if s_i = Q r_p(i) for all i, with one orthogonal map Q and one permutation p of the labels, and their Gram matrices agree up to relabelling if ⟨s_i, s_j⟩ = ⟨r_p(i), r_p(j)⟩ for all i and j, again with one p.

```lean
import Mathlib

open Module

namespace GramEnvironment

noncomputable section

variable {ι E : Type*} [Fintype ι] [NormedAddCommGroup E] [InnerProductSpace ℝ E]

/-- Two atomic environments are the same if an orthogonal map and a relabelling of the
neighbours carry `r` into `s`. -/
def SameEnvironment (r s : ι → E) : Prop :=
  ∃ Q : E ≃ₗᵢ[ℝ] E, ∃ p : Equiv.Perm ι, ∀ i, s i = Q (r (p i))

/-- The Gram matrices of two environments agree after one relabelling of the neighbours. -/
def SameGram (r s : ι → E) : Prop :=
  ∃ p : Equiv.Perm ι, ∀ i j, inner ℝ (s i) (s j) = inner ℝ (r (p i)) (r (p j))

/-- If two families of neighbour vectors have equal Gram matrices, linear combinations with
the same coefficients have the same length. -/
theorem norm_combination_eq {r s : ι → E}
    (h : ∀ i j, inner ℝ (s i) (s j) = inner ℝ (r i) (r j)) (c : ι → ℝ) :
    ‖∑ i, c i • s i‖ = ‖∑ i, c i • r i‖ := by
  have key : ‖∑ i, c i • s i‖ ^ 2 = ‖∑ i, c i • r i‖ ^ 2 := by
    rw [← real_inner_self_eq_norm_sq, ← real_inner_self_eq_norm_sq]
    simp only [sum_inner, inner_sum, real_inner_smul_left, real_inner_smul_right, h]
  exact (sq_eq_sq₀ (norm_nonneg _) (norm_nonneg _)).mp key

/-- Labelled neighbour vectors with equal Gram matrices are related by an orthogonal map
of the whole space. -/
theorem exists_orthogonal_of_gram_eq [FiniteDimensional ℝ E] {r s : ι → E}
    (h : ∀ i j, inner ℝ (s i) (s j) = inner ℝ (r i) (r j)) :
    ∃ Q : E ≃ₗᵢ[ℝ] E, ∀ i, s i = Q (r i) := by
  classical
  -- `A` and `B` send coefficients to combinations of the two families
  obtain ⟨A, hA⟩ : ∃ A : (ι → ℝ) →ₗ[ℝ] E, ∀ c, A c = ∑ i, c i • r i :=
    ⟨Fintype.linearCombination ℝ r, fun c => by simp [Fintype.linearCombination_apply]⟩
  obtain ⟨B, hB⟩ : ∃ B : (ι → ℝ) →ₗ[ℝ] E, ∀ c, B c = ∑ i, c i • s i :=
    ⟨Fintype.linearCombination ℝ s, fun c => by simp [Fintype.linearCombination_apply]⟩
  have hn : ∀ c, ‖B c‖ = ‖A c‖ := fun c => by
    rw [hA, hB]
    exact norm_combination_eq h c
  have key : ∀ c d, A c = A d → B c = B d := fun c d hcd => by
    have h0 : ‖B (c - d)‖ = 0 := by
      rw [hn, A.map_sub, hcd, sub_self, norm_zero]
    rw [norm_eq_zero, B.map_sub] at h0
    exact sub_eq_zero.mp h0
  -- the map `A c ↦ B c` is a well-defined isometry on the span of `r`
  choose g hg using fun x : LinearMap.range A => LinearMap.mem_range.mp x.2
  let L₀ : LinearMap.range A →ₗ[ℝ] E :=
    { toFun := fun x => B (g x)
      map_add' := fun x y =>
        (key (g (x + y)) (g x + g y)
          (by simp only [map_add, hg, Submodule.coe_add])).trans (B.map_add _ _)
      map_smul' := fun a x =>
        (key (g (a • x)) (a • g x)
          (by simp only [map_smul, hg, Submodule.coe_smul])).trans (B.map_smul _ _) }
  let L : LinearMap.range A →ₗᵢ[ℝ] E :=
    { toLinearMap := L₀
      norm_map' := fun x => by
        change ‖B (g x)‖ = ‖(x : E)‖
        rw [hn, hg] }
  -- extend it to the whole space
  refine ⟨L.extend.toLinearIsometryEquiv rfl, fun i => ?_⟩
  have hr : A (Pi.single i 1) = r i := by simp [hA, Pi.single_apply]
  have hs : B (Pi.single i 1) = s i := by simp [hB, Pi.single_apply]
  have h1 := L.extend_apply ⟨A (Pi.single i 1), LinearMap.mem_range_self A _⟩
  have h2 : L ⟨A (Pi.single i 1), LinearMap.mem_range_self A _⟩ = B (Pi.single i 1) :=
    key _ _ (hg _)
  have e : L.extend (r i) = s i := by
    rw [← hr, ← hs]
    exact h1.trans h2
  exact e.symm

/-- Two atomic environments agree up to an orthogonal map and a relabelling of neighbours
if and only if their Gram matrices agree up to a relabelling. -/
theorem sameEnvironment_iff_sameGram [FiniteDimensional ℝ E] (r s : ι → E) :
    SameEnvironment r s ↔ SameGram r s := by
  constructor
  · rintro ⟨Q, p, h⟩
    exact ⟨p, fun i j => by rw [h i, h j, Q.inner_map_map]⟩
  · rintro ⟨p, h⟩
    obtain ⟨Q, hQ⟩ := exists_orthogonal_of_gram_eq (r := fun i => r (p i)) h
    exact ⟨Q, p, hQ⟩

/-- A descriptor that is invariant under orthogonal maps and relabelling takes equal values on
environments whose Gram matrices agree up to a relabelling. -/
theorem invariant_descriptor_eq [FiniteDimensional ℝ E] {α : Type*} (f : (ι → E) → α)
    (hf : ∀ (Q : E ≃ₗᵢ[ℝ] E) (p : Equiv.Perm ι) (r : ι → E),
      f (fun i => Q (r (p i))) = f r)
    {r s : ι → E} (h : SameGram r s) : f s = f r := by
  obtain ⟨Q, p, hQ⟩ := (sameEnvironment_iff_sameGram r s).mpr h
  rw [funext hQ]
  exact hf Q p r

/-- Two environments are the same if and only if one relabelling matches all distances from
the central atom and all distances between neighbours. -/
theorem sameEnvironment_iff_distances [FiniteDimensional ℝ E] (r s : ι → E) :
    SameEnvironment r s ↔ ∃ p : Equiv.Perm ι, (∀ i, ‖s i‖ = ‖r (p i)‖) ∧
      ∀ i j, ‖s i - s j‖ = ‖r (p i) - r (p j)‖ := by
  constructor
  · rintro ⟨Q, p, h⟩
    refine ⟨p, fun i => by rw [h i, Q.norm_map], fun i j => ?_⟩
    rw [h i, h j, ← Q.map_sub, Q.norm_map]
  · rintro ⟨p, h1, h2⟩
    refine (sameEnvironment_iff_sameGram r s).mpr ⟨p, fun i j => ?_⟩
    -- the law of cosines recovers the inner products
    have a := norm_sub_sq_real (s i) (s j)
    have b := norm_sub_sq_real (r (p i)) (r (p j))
    rw [h2 i j, h1 i, h1 j] at a
    linarith

/-- Three neighbours on perpendicular axes at distances 1, 2 and 3 from the central atom. -/
def tripod (i : Fin 3) : EuclideanSpace ℝ (Fin 3) :=
  (((i : ℕ) : ℝ) + 1) • EuclideanSpace.single i (1 : ℝ)

/-- The tripod and its image under inversion have Gram matrices that agree up to a relabelling, yet
no orthogonal map of determinant one, with any relabelling, carries one into the other. -/
theorem tripod_inversion_not_rotation :
    SameGram tripod (fun i => -tripod i) ∧
    ¬ ∃ Q : EuclideanSpace ℝ (Fin 3) ≃ₗᵢ[ℝ] EuclideanSpace ℝ (Fin 3),
      LinearMap.det (Q.toLinearEquiv : EuclideanSpace ℝ (Fin 3) →ₗ[ℝ] _) = 1 ∧
      ∃ p : Equiv.Perm (Fin 3), ∀ i, -tripod i = Q (tripod (p i)) := by
  refine ⟨⟨1, fun i j => by simp⟩, ?_⟩
  rintro ⟨Q, hdet, p, h⟩
  have hnorm : ∀ i, ‖tripod i‖ = ((i : ℕ) : ℝ) + 1 := fun i => by
    rw [tripod, norm_smul, Real.norm_of_nonneg (by positivity)]
    simp
  -- the three different distances force the trivial relabelling
  have hp : ∀ i, p i = i := fun i => by
    have e := congrArg norm (h i)
    rw [norm_neg, Q.norm_map, hnorm, hnorm] at e
    have e' : ((i : ℕ) : ℝ) = ((p i : ℕ) : ℝ) := by linarith
    exact Fin.ext (Nat.cast_injective e').symm
  -- hence the orthogonal map is the inversion
  have hQ : (Q.toLinearEquiv : EuclideanSpace ℝ (Fin 3) →ₗ[ℝ] EuclideanSpace ℝ (Fin 3))
      = (-1 : ℝ) • LinearMap.id := by
    refine (EuclideanSpace.basisFun (Fin 3) ℝ).toBasis.ext fun i => ?_
    have hi := h i
    rw [hp i, tripod, Q.map_smul, ← smul_neg] at hi
    have hne : ((i : ℕ) : ℝ) + 1 ≠ 0 := by positivity
    have e : -EuclideanSpace.single i (1 : ℝ) = Q (EuclideanSpace.single i (1 : ℝ)) :=
      smul_right_injective _ hne hi
    simpa using e.symm
  rw [hQ, LinearMap.det_smul, LinearMap.det_id, finrank_euclideanSpace_fin] at hdet
  norm_num at hdet

end

end GramEnvironment
```

```lean
#print axioms GramEnvironment.sameEnvironment_iff_sameGram
#print axioms GramEnvironment.invariant_descriptor_eq
#print axioms GramEnvironment.sameEnvironment_iff_distances
#print axioms GramEnvironment.tripod_inversion_not_rotation
```

```
'GramEnvironment.sameEnvironment_iff_sameGram' depends on axioms: [propext, Classical.choice, Quot.sound]
'GramEnvironment.invariant_descriptor_eq' depends on axioms: [propext, Classical.choice, Quot.sound]
'GramEnvironment.sameEnvironment_iff_distances' depends on axioms: [propext, Classical.choice, Quot.sound]
'GramEnvironment.tripod_inversion_not_rotation' depends on axioms: [propext, Classical.choice, Quot.sound]
```

## Environments, orthogonal maps and labels in Lean

The labels form a finite type `ι`, and an environment is a function `r : ι → E`. Both environments use the same `ι`, so they have the same number of neighbours. Neighbours may coincide, they need not span E, and there may be none at all. The central atom sits at the origin and is not in the list.

The type `E ≃ₗᵢ[ℝ] E` consists of the invertible linear maps of E that preserve length. In ℝ³ these are the rotations together with the reflections, the inversion and their products with rotations. `Equiv.Perm ι` is the group of permutations of the labels. Since every permutation is allowed, all neighbours are treated as one chemical species; an alloy environment with several elements would need permutations that respect the elements, and the theorems with relabelling do not treat that case.

`SameEnvironment r s` and `SameGram r s` are the two relations defined at the start. In both, p acts on the labels of r: neighbour i of s corresponds to neighbour p(i) of r. The diagonal entries of the Gram matrix are the squared distances from the centre, and an off-diagonal entry is, for nonzero neighbour vectors, the product of two distances and the cosine of the angle between the bonds.

The main theorem, `sameEnvironment_iff_sameGram`, says that the two relations are equivalent. Two further theorems draw consequences from it.

- `invariant_descriptor_eq` takes a function f of environments with values in any type `α`. The hypothesis `hf` says that f does not change under orthogonal maps and relabelling. Then f takes equal values on environments whose Gram matrices agree up to relabelling.
- `sameEnvironment_iff_distances` replaces inner products by distances: two environments are the same exactly when one permutation matches all centre–neighbour and all neighbour–neighbour distances.

The last theorem, `tripod_inversion_not_rotation`, shows by an example in ℝ³ that "orthogonal map" in the main theorem cannot be narrowed to "proper rotation".

For interatomic potentials, `invariant_descriptor_eq` means that, for a finite shell of neighbours of one species, a local energy that is invariant under rotations, reflections and permutations is fixed by the full Gram matrix up to relabelling. The theorems do not say whether a descriptor that keeps only part of this matrix still determines the environment, and they say nothing about smoothness or about how sensitively the environment depends on the matrix entries.

## From inner products to an orthogonal map

One direction is short. If s_i = Q r_p(i), then, because Q preserves inner products,

⟨s_i, s_j⟩ = ⟨Q r_p(i), Q r_p(j)⟩ = ⟨r_p(i), r_p(j)⟩.

For the other direction, suppose that p matches the Gram matrices, and write t_i = r_p(i). Then ⟨s_i, s_j⟩ = ⟨t_i, t_j⟩ for all i and j, and the task is to find an orthogonal Q with s_i = Q t_i.

First, combinations with the same real coefficients c_i have the same length:

‖Σ_i c_i s_i‖² = Σ_i Σ_j c_i c_j ⟨s_i, s_j⟩ = Σ_i Σ_j c_i c_j ⟨t_i, t_j⟩ = ‖Σ_i c_i t_i‖².

Next, let V be the span of the t_i, and define a map L on V by

L(Σ_i c_i t_i) = Σ_i c_i s_i.

A vector in V can have several sets of coefficients, as always happens with more than three neighbours in ℝ³, so one has to check that L does not depend on the choice. If Σ_i c_i t_i = Σ_i d_i t_i, the equality of lengths applied to the differences c_i − d_i gives

‖Σ_i c_i s_i − Σ_i d_i s_i‖ = ‖Σ_i (c_i − d_i) s_i‖ = ‖Σ_i (c_i − d_i) t_i‖ = 0,

so both choices give the same image. The map L is linear, because coefficients of x and y add up to coefficients of x + y, and scale in the same way. It preserves length by the first step, and it sends t_i to s_i.

It remains to extend L from V to all of E. Let W = L(V). A length-preserving linear map is injective, so V and W have the same dimension, and therefore so do their orthogonal complements V⊥ and W⊥. Choose an orthonormal basis in each complement and let M be the linear map that carries the first basis to the second. For v in V and u in V⊥ put

Q(v + u) = L v + M u.

The two terms on the right are perpendicular, so

‖Q(v + u)‖² = ‖L v‖² + ‖M u‖² = ‖v‖² + ‖u‖² = ‖v + u‖².

Thus Q preserves length on E. It is injective, and hence invertible because E has finite dimension. Finally s_i = L t_i = Q r_p(i), as required. If the neighbour vectors span a plane in ℝ³, V⊥ is a line and M has two possible signs, so Q is not unique; the theorem needs only one.

## Distances in place of inner products

An orthogonal map preserves ‖r_p(i)‖ and ‖r_p(i) − r_p(j)‖, so equal environments have matching distances. Conversely, the law of cosines gives

⟨s_i, s_j⟩ = ½ (‖s_i‖² + ‖s_j‖² − ‖s_i − s_j‖²),

and the same formula holds for r_p(i) and r_p(j). If one p matches every distance on the right, it matches every inner product, and the main theorem applies.

It matters that one permutation serves all entries of the Gram matrix at once. Suppose that this is dropped, and that only the list of diagonal entries and the list of off-diagonal entries have to agree, each in any order. With labels 0, 1, 2, take

r_0 = (1, 0, 0), r_1 = (1, √3, 0), r_2 = (0, 0, 3),

s_0 = (1, 0, 0), s_1 = (0, 2, 0), s_2 = (1, 0, √8).

Both environments have squared lengths 1, 4, 9, and in both the three pairs have inner products 1, 0, 0 in some order. The different lengths allow only the trivial permutation, but ⟨r_0, r_1⟩ = 1 while ⟨s_0, s_1⟩ = 0. The environments are different although the separate lists of Gram entries agree.

## A tripod and its mirror image

Let e_0, e_1, e_2 be the standard basis of ℝ³. The environment `tripod` has the neighbours

a_i = (i + 1) e_i, for i = 0, 1, 2,

at distances 1, 2 and 3 in any unit of length. Its inversion image has the neighbours −a_i. The Gram matrices are equal, because ⟨−a_i, −a_j⟩ = ⟨a_i, a_j⟩.

Suppose that −a_i = Q a_p(i) for an orthogonal Q and a permutation p. Taking lengths gives i + 1 = p(i) + 1, so p(i) = i. Dividing −a_i = Q a_i by i + 1 gives Q e_i = −e_i for every i. Hence Q = −1 and

det Q = (−1)³ = −1,

so Q is not a proper rotation. The tripod is chiral, and its Gram matrix does not tell the two hands apart. The unequal distances are essential here: with three equal distances, a swap of two neighbours combined with a proper rotation would carry the tripod into its inversion image.

## How the Lean proofs follow the argument

`norm_combination_eq` is the equality of lengths. It turns the squared norms into inner products, expands both double sums with `simp`, using the hypothesis `h` to exchange the Gram entries, and then removes the squares, since norms are non-negative.

`exists_orthogonal_of_gram_eq` constructs Q for families whose labels already match. The linear maps `A` and `B` send a coefficient vector c to Σ_i c_i r_i and Σ_i c_i s_i, so the span V is the range of `A`. The statement `hn` says that `A c` and `B c` have equal length, and `key` says that equal values of `A` force equal values of `B`, which is the independence of the choice of coefficients. The `choose` step picks one coefficient vector `g x` for each x in the span. The map `L₀` sends x to `B (g x)`; its additivity and homogeneity both come from `key`, because `g (x + y)` need not equal `g x + g y` although both represent the same vector. `L` adds the preservation of length.

Mathlib's `L.extend` carries out the extension through the orthogonal complements, and `toLinearIsometryEquiv` makes the result invertible, as the source and target have the same finite dimension. The remaining lines evaluate the map on a single neighbour: `Pi.single i 1` is the coefficient vector with 1 at label i and 0 elsewhere, which `A` sends to r_i and `B` to s_i.

In `sameEnvironment_iff_sameGram`, the forward direction rewrites with `Q.inner_map_map`, the preservation of inner products. The reverse direction applies the previous theorem to the relabelled family `fun i => r (p i)`, which is t_i above.

`invariant_descriptor_eq` obtains Q and p from the main theorem, replaces s by the family Q r_p(i), and uses `hf`. In `sameEnvironment_iff_distances`, `norm_sub_sq_real` supplies the law of cosines for each environment, and `linarith` solves for the inner product.

The proof for the tripod computes the lengths in `hnorm`, derives the trivial permutation in `hp`, and shows in `hQ` that Q is −1 by comparing the two maps on the standard basis. The determinant then becomes (−1)³, and `norm_num` finds the contradiction with the assumed value 1.
